# A gradient G is stationary at a real orthonormal frame C exactly when G = CCᵀG and CᵀG is symmetric

## Two orbitals in three dimensions

Take three orthonormal basis functions, numbered 0, 1, 2, and let orbitals 0 and 1 be the first two of them. The coefficient matrix C, with one orbital per column, has rows (1, 0), (0, 1), (0, 0). A first-order change X of C preserves orthonormality when its upper 2×2 block is antisymmetric, so X has rows (0, θ), (−θ, 0), (u, v). The angle θ rotates the two orbitals into each other, and u and v mix in the unoccupied function. If G holds the derivatives of an energy with respect to the entries of C, the first-order energy change is

    Σ_{a,i} G_ai X_ai = θ (G_01 − G_10) + u G_20 + v G_21.

This vanishes for all θ, u, v exactly when G_20 = G_21 = 0 and G_01 = G_10. The first requirement says that the columns of G lie in the span of the orbitals, and the second that the block CᵀG is symmetric. For real orthonormal orbitals in any finite orthonormal basis, the first-order change vanishes for all such X exactly when the columns of G lie in the span of the orbitals and CᵀG is symmetric.

## Frames, variations and the pairing

The finite types `n` and `k` index basis functions (a) and orbitals (i, j). All entries are real, so complex orbitals are not covered.

```lean
import Mathlib

open Matrix

namespace StiefelGradient

noncomputable section

variable {n k : Type*} [Fintype n] [Fintype k] [DecidableEq k]
```

The basis is taken to be orthonormal, so no overlap matrix appears, and orthonormality of the orbitals reads

    CᵀC = 1.

```lean
/-- The columns of `C` are orthonormal orbitals: `Cᵀ C = 1`. -/
def IsOrthonormalFrame (C : Matrix n k ℝ) : Prop := Cᵀ * C = 1
```

A variation X, of the same shape as C, is called tangent when

    (CᵀX)ᵀ = −CᵀX.

```lean
/-- `X` is a tangent variation at `C`: the matrix `Cᵀ X` is antisymmetric. -/
def IsTangent (C X : Matrix n k ℝ) : Prop := (Cᵀ * X)ᵀ = -(Cᵀ * X)
```

The first-order energy change along X is the Frobenius pairing

    ⟨G, X⟩ = tr(GᵀX) = Σ_{a,i} G_ai X_ai.

No energy functional is defined. G is an arbitrary matrix that stands for G_ai = ∂E/∂C_ai at the given C.

```lean
/-- The Frobenius pairing `tr(Gᵀ X)` of a gradient `G` with a variation `X`. -/
def frob (G X : Matrix n k ℝ) : ℝ := trace (Gᵀ * X)
```

Stationarity means ⟨G, X⟩ = 0 for every tangent X. It is a first-order notion and does not distinguish minima from saddle points or maxima.

```lean
/-- The gradient `G` is stationary at `C`: it pairs to zero with every tangent variation. -/
def Stationary (C G : Matrix n k ℝ) : Prop := ∀ X, IsTangent C X → frob G X = 0
```

With sym(M) = (M + Mᵀ)/2 for a k×k matrix M, the Stiefel gradient is

    R = G − C sym(CᵀG).

It is the gradient on the constraint set with respect to the Frobenius pairing, in the sense of the two properties established below.

```lean
/-- The symmetric part `(M + Mᵀ) / 2` of a square matrix. -/
def symPart (M : Matrix k k ℝ) : Matrix k k ℝ := (1 / 2 : ℝ) • (M + Mᵀ)

/-- The Stiefel gradient `G - C sym(Cᵀ G)`. -/
def stiefelGrad (C G : Matrix n k ℝ) : Matrix n k ℝ := G - C * symPart (Cᵀ * G)
```

For orbital-dependent functionals, c_i denotes column i of C, and each orbital has its own n×n operator H_i. The gradient is postulated to have H_i c_i as column i. This is the form found when every orbital feels its own potential, with H_i evaluated at the current orbitals; a common factor such as the 2 from differentiating a real quadratic form is left out.

```lean
/-- The `i`-th orbital, i.e. the `i`-th column of `C`. -/
def orb (C : Matrix n k ℝ) (i : k) : n → ℝ := fun a => C a i

/-- The gradient whose `i`-th column is `H i` acting on the `i`-th orbital. -/
def orbitalGrad (H : k → Matrix n n ℝ) (C : Matrix n k ℝ) : Matrix n k ℝ :=
  Matrix.of fun a i => (H i *ᵥ orb C i) a
```

## Velocities of orthonormal frames

Let γ(t) be a frame for every real t, with derivative X at t₀, and put C = γ(t₀). The overlap Σ_a γ_ai γ_aj equals δ_ij at all times, so the product rule gives

    Σ_a (X_ai C_aj + C_ai X_aj) = 0,

which is (CᵀX)_ji = −(CᵀX)_ij. In Lean, differentiability is assumed entry by entry (`hd`). Then `h1` is the product rule under the sum, `h2` identifies the overlap with a constant function, and `h1.unique` equates the two derivatives.

```lean
omit [Fintype k] in
/-- The velocity `X` of a differentiable curve of orthonormal frames is a tangent variation. -/
theorem tangent_of_curve (γ : ℝ → Matrix n k ℝ) (X : Matrix n k ℝ) (t₀ : ℝ)
    (hγ : ∀ t, IsOrthonormalFrame (γ t))
    (hd : ∀ a i, HasDerivAt (fun t => γ t a i) (X a i) t₀) : IsTangent (γ t₀) X := by
  unfold IsTangent
  ext i j
  -- differentiate the constant overlap of orbitals i and j
  have h1 : HasDerivAt (fun t => ∑ a, γ t a i * γ t a j)
      (∑ a, (X a i * γ t₀ a j + γ t₀ a i * X a j)) t₀ :=
    HasDerivAt.fun_sum fun a _ => (hd a i).fun_mul (hd a j)
  have h2 : (fun t => ∑ a, γ t a i * γ t a j) = fun _ => (1 : Matrix k k ℝ) i j := by
    funext t
    have h : (γ t)ᵀ * γ t = 1 := hγ t
    have h' := congrFun (congrFun h i) j
    simpa [Matrix.mul_apply] using h'
  rw [h2] at h1
  have h3 := h1.unique (hasDerivAt_const _ _)
  rw [Finset.sum_add_distrib] at h3
  simp only [Matrix.transpose_apply, Matrix.neg_apply, Matrix.mul_apply]
  have h4 : ∑ a, γ t₀ a j * X a i = ∑ a, X a i * γ t₀ a j :=
    Finset.sum_congr rfl fun _ _ => mul_comm _ _
  linarith
```

Two links to an actual energy surface are taken from ordinary calculus and appear in none of the theorems: the chain rule dE/dt = tr(GᵀX), and the converse fact that each tangent X is the velocity of some curve of frames.

## A sum of squares

For any real n×k matrix A, with i in this section numbering the rows (basis functions) and j the columns,

    ⟨A, A⟩ = Σ_j Σ_i A_ij²,

and this is zero only if A = 0. The step from stationarity to the conditions on G rests on this positivity, and the Mathlib lemma that carries it is `Finset.sum_eq_zero_iff_of_nonneg`. Given a proof that every term of a finite sum is non-negative, it returns an equivalence: the sum is zero if and only if every term is zero. The suffix `.1` selects the forward direction, which is a function that takes the vanishing of the sum, an index, and a proof that the index lies in the summation set (`Finset.mem_univ j`, since the sum runs over the whole type). The double sum needs two applications. For the outer one the terms are column sums, non-negative by `Finset.sum_nonneg`, and the result `h1` says that column j has zero length. For the inner one the terms are squares, non-negative by `mul_self_nonneg`, and `h2` says A_ij · A_ij = 0. The order on ℝ is what makes this work; with a plain transpose the complex column (1, i) would pair to zero with itself.

```lean
omit [DecidableEq k] in
/-- The Frobenius pairing of a matrix with itself vanishes exactly for the zero matrix. -/
theorem frob_self_eq_zero_iff (A : Matrix n k ℝ) : frob A A = 0 ↔ A = 0 := by
  constructor
  · intro h
    have e : frob A A = ∑ j, ∑ i, A i j * A i j := by
      simp [frob, Matrix.trace, Matrix.mul_apply]
    rw [e] at h
    ext i j
    have h1 := (Finset.sum_eq_zero_iff_of_nonneg fun j _ =>
      Finset.sum_nonneg fun i _ => mul_self_nonneg (A i j)).1 h j (Finset.mem_univ j)
    have h2 := (Finset.sum_eq_zero_iff_of_nonneg fun i _ =>
      mul_self_nonneg (A i j)).1 h1 i (Finset.mem_univ i)
    exact mul_self_eq_zero.1 h2
  · rintro rfl
    simp [frob]
```

## Symmetric multipliers are orthogonal to tangent variations

Let S be a symmetric k×k matrix (a matrix of multipliers, not an overlap) and let X be tangent, so that A = CᵀX is antisymmetric. Then ⟨CS, X⟩ = tr(SᵀCᵀX) = tr(SA), and

    tr(SA) = tr((SA)ᵀ) = tr(AᵀSᵀ) = −tr(AS) = −tr(SA),

so tr(SA) = 0. After `generalize` has replaced CᵀX by a single letter A, the `calc` block follows this chain through `trace_transpose` and `trace_mul_comm`. Orthonormality of C is not used.

```lean
omit [DecidableEq k] in
/-- A matrix `C S` with `S` symmetric pairs to zero with every tangent variation at `C`. -/
theorem frob_normal {C X : Matrix n k ℝ} {S : Matrix k k ℝ} (hS : Sᵀ = S)
    (hX : IsTangent C X) : frob (C * S) X = 0 := by
  rw [frob, transpose_mul, hS, Matrix.mul_assoc]
  have hA : (Cᵀ * X)ᵀ = -(Cᵀ * X) := hX
  generalize Cᵀ * X = A at hA ⊢
  -- symmetric times antisymmetric is traceless
  have h : trace (S * A) = -trace (S * A) := by
    calc trace (S * A) = trace ((S * A)ᵀ) := (trace_transpose _).symm
      _ = trace (-(A * S)) := by rw [transpose_mul, hS, hA, Matrix.neg_mul]
      _ = -trace (S * A) := by rw [trace_neg, trace_mul_comm A S]
  linarith
```

## The Stiefel gradient represents G on tangent variations

Write M = CᵀG. Using CᵀC = 1,

    CᵀR = M − sym(M) = (M − Mᵀ)/2,

which is antisymmetric, so R is tangent. The first equality is `e`; antisymmetry is then checked entry by entry with `ring`.

```lean
/-- At an orthonormal frame the Stiefel gradient is a tangent variation. -/
theorem stiefelGrad_tangent {C : Matrix n k ℝ} (hC : IsOrthonormalFrame C)
    (G : Matrix n k ℝ) : IsTangent C (stiefelGrad C G) := by
  have hC' : Cᵀ * C = 1 := hC
  have e : Cᵀ * stiefelGrad C G = Cᵀ * G - symPart (Cᵀ * G) := by
    rw [stiefelGrad, Matrix.mul_sub, ← Matrix.mul_assoc Cᵀ C, hC', Matrix.one_mul]
  unfold IsTangent
  rw [e]
  generalize Cᵀ * G = M
  ext i j
  simp only [symPart, Matrix.transpose_apply, Matrix.neg_apply, Matrix.sub_apply,
    Matrix.smul_apply, Matrix.add_apply, smul_eq_mul]
  ring
```

Since sym(M) is symmetric, C sym(M) pairs to zero with every tangent X, and therefore

    ⟨R, X⟩ = ⟨G, X⟩ − ⟨C sym(M), X⟩ = ⟨G, X⟩.

```lean
omit [DecidableEq k] in
/-- On tangent variations the Stiefel gradient gives the same pairing as `G` itself. -/
theorem frob_stiefelGrad {C X : Matrix n k ℝ} (G : Matrix n k ℝ) (hX : IsTangent C X) :
    frob (stiefelGrad C G) X = frob G X := by
  have hS : (symPart (Cᵀ * G))ᵀ = symPart (Cᵀ * G) := by
    rw [symPart, transpose_smul, transpose_add, transpose_transpose, add_comm]
  have h : trace ((C * symPart (Cᵀ * G))ᵀ * X) = 0 := frob_normal hS hX
  unfold frob stiefelGrad
  rw [transpose_sub, Matrix.sub_mul, trace_sub, h, sub_zero]
```

## Stationarity as G = CS

Suppose G is stationary. Because R is itself tangent, it can serve as the test variation:

    ⟨R, R⟩ = ⟨G, R⟩ = 0.

Positivity forces R = 0, that is G = CS with S = sym(CᵀG). This is the step `h0`, which chains `frob_stiefelGrad G hT` with the stationarity hypothesis and passes the result to `frob_self_eq_zero_iff`. Conversely, any G = CS with symmetric S is stationary by `frob_normal`. The entries of S are the Lagrange multipliers of the constraints c_i·c_j = δ_ij, up to normalisation.

```lean
/-- At an orthonormal frame, `G` is stationary iff `G = C S` for a symmetric matrix `S` of
Lagrange multipliers. -/
theorem stationary_iff_lagrange {C : Matrix n k ℝ} (hC : IsOrthonormalFrame C)
    (G : Matrix n k ℝ) : Stationary C G ↔ ∃ S : Matrix k k ℝ, Sᵀ = S ∧ G = C * S := by
  constructor
  · intro h
    -- test stationarity along the Stiefel gradient itself
    have hT := stiefelGrad_tangent hC G
    have h0 : stiefelGrad C G = 0 :=
      (frob_self_eq_zero_iff _).1 ((frob_stiefelGrad G hT).trans (h _ hT))
    refine ⟨symPart (Cᵀ * G), ?_, sub_eq_zero.1 h0⟩
    rw [symPart, transpose_smul, transpose_add, transpose_transpose, add_comm]
  · rintro ⟨S, hS, rfl⟩ X hX
    exact frob_normal hS hX
```

The multipliers can be eliminated. Multiplying G = CS by Cᵀ gives CᵀG = CᵀCS = S, so CᵀG is symmetric and G = C(CᵀG). In the other direction S = CᵀG is an admissible choice. The theorem `stationary_iff` reads: for any real C with CᵀC = 1 and any real G of the same shape, tr(GᵀX) = 0 for all X with CᵀX antisymmetric if and only if

    G = CCᵀG   and   (CᵀG)ᵀ = CᵀG.

CCᵀ projects onto the span of the orbitals, so the first condition says that the occupied–virtual part of the gradient is zero. For a single orbital the symmetry condition is automatic and G = c(cᵀG) remains, where c is that orbital.

```lean
/-- For `Cᵀ C = 1`, `tr(Gᵀ X) = 0` for all `X` with `Cᵀ X` antisymmetric iff
`G = C Cᵀ G` and `Cᵀ G` is symmetric. -/
theorem stationary_iff {C : Matrix n k ℝ} (hC : IsOrthonormalFrame C) (G : Matrix n k ℝ) :
    Stationary C G ↔ G = C * Cᵀ * G ∧ (Cᵀ * G)ᵀ = Cᵀ * G := by
  have hC' : Cᵀ * C = 1 := hC
  rw [stationary_iff_lagrange hC]
  constructor
  · rintro ⟨S, hS, rfl⟩
    -- the multiplier matrix is Cᵀ G
    have e : Cᵀ * (C * S) = S := by rw [← Matrix.mul_assoc, hC', Matrix.one_mul]
    rw [Matrix.mul_assoc, e]
    exact ⟨rfl, hS⟩
  · rintro ⟨h1, h2⟩
    exact ⟨Cᵀ * G, h2, h1.trans (Matrix.mul_assoc _ _ _)⟩
```

## Rotations among the orbitals

Restrict the variations to X = CA with A an antisymmetric k×k matrix. Then

    ⟨G, CA⟩ = tr(GᵀCA) = tr((CᵀG)ᵀA) = ⟨CᵀG, A⟩,

which is `key`. The right side is the pairing for the frame 1 in the k-dimensional orbital space, where tangent means antisymmetric. The main theorem applies there with gradient CᵀG, its first condition becomes trivial, and symmetry of CᵀG is left. The statement holds for any C; it describes rotations of orthonormal orbitals when CᵀC = 1.

```lean
/-- `G` pairs to zero with all rotations `C A` among the orbitals (`A` antisymmetric)
iff `Cᵀ G` is symmetric. -/
theorem rotation_stationary_iff (C G : Matrix n k ℝ) :
    (∀ A : Matrix k k ℝ, Aᵀ = -A → frob G (C * A) = 0) ↔ (Cᵀ * G)ᵀ = Cᵀ * G := by
  have key : ∀ A : Matrix k k ℝ, frob G (C * A) = frob (Cᵀ * G) A := by
    intro A
    simp only [frob, transpose_mul, transpose_transpose, Matrix.mul_assoc]
  -- the main theorem at the identity frame of the orbital space
  have h := stationary_iff (C := (1 : Matrix k k ℝ)) (by simp [IsOrthonormalFrame]) (Cᵀ * G)
  simp only [Stationary, IsTangent, transpose_one, Matrix.one_mul, true_and] at h
  simp only [key]
  exact h
```

## Orbital-dependent operators and the Pederson condition

Let every H_i be symmetric (`hH`), the real form of hermiticity, and let G have columns H_i c_i. Then (CᵀG)_ji = c_j·H_i c_i, which is `e1` and holds by definition. Column i of G = CCᵀG becomes, through `e2`,

    H_i c_i = Σ_j (c_j·H_i c_i) c_j.

Symmetry of CᵀG equates c_j·H_i c_i with c_i·H_j c_j, and `hsym` turns the latter into c_j·H_j c_i. Subtracting,

    c_j·(H_i − H_j) c_i = 0   for all i, j.

The proof rewrites with `stationary_iff` and uses `and_congr` to match the two conditions separately, which leaves four implications.

```lean
/-- For orthonormal orbitals and symmetric operators `H i`, the gradient with columns `H i cᵢ`
is stationary iff `H i cᵢ = ∑ⱼ ⟨cⱼ|H i|cᵢ⟩ cⱼ` and the Pederson condition
`⟨cⱼ|H i - H j|cᵢ⟩ = 0` hold. -/
theorem pederson {C : Matrix n k ℝ} (hC : IsOrthonormalFrame C) (H : k → Matrix n n ℝ)
    (hH : ∀ i, (H i)ᵀ = H i) :
    Stationary C (orbitalGrad H C) ↔
      (∀ i, H i *ᵥ orb C i = ∑ j, (orb C j ⬝ᵥ H i *ᵥ orb C i) • orb C j) ∧
      ∀ i j, orb C j ⬝ᵥ (H i - H j) *ᵥ orb C i = 0 := by
  have e1 : ∀ j i, (Cᵀ * orbitalGrad H C) j i = orb C j ⬝ᵥ H i *ᵥ orb C i :=
    fun j i => rfl
  have e2 : ∀ a i, (C * Cᵀ * orbitalGrad H C) a i
      = (∑ j, (orb C j ⬝ᵥ H i *ᵥ orb C i) • orb C j) a := by
    intro a i
    rw [Matrix.mul_assoc, Matrix.mul_apply, Finset.sum_apply]
    refine Finset.sum_congr rfl fun j _ => ?_
    rw [e1, Pi.smul_apply, smul_eq_mul]
    exact mul_comm _ _
  have hsym : ∀ j (v w : n → ℝ), v ⬝ᵥ H j *ᵥ w = w ⬝ᵥ H j *ᵥ v := by
    intro j v w
    rw [Matrix.dotProduct_mulVec v, ← Matrix.mulVec_transpose, hH j]
    exact dotProduct_comm _ _
  rw [stationary_iff hC]
  refine and_congr ⟨fun h i => ?_, fun h => ?_⟩ ⟨fun h i j => ?_, fun h => ?_⟩
  · funext a
    exact (congrFun (congrFun h a) i).trans (e2 a i)
  · ext a i
    exact (congrFun (h i) a).trans (e2 a i).symm
  · have h' := congrFun (congrFun h i) j
    rw [Matrix.transpose_apply, e1, e1] at h'
    rw [Matrix.sub_mulVec, dotProduct_sub, hsym j (orb C j) (orb C i)]
    linarith
  · ext i j
    have h' := h i j
    rw [Matrix.sub_mulVec, dotProduct_sub, hsym j (orb C j) (orb C i)] at h'
    rw [Matrix.transpose_apply, e1, e1]
    linarith
```

In the orbital-by-orbital (Perdew–Zunger) form of self-interaction-corrected density functional theory the energy in general changes under rotations among occupied orbitals, and the theorem states, for real orbitals of one spin in a finite orthonormal basis with equal weight on every orbital, what a stationary set of orbitals satisfies. The Pederson condition appears as an algebraic consequence of stationarity for the assumed gradient form, with the H_i given as matrices and not derived from a density functional. When all H_i coincide it is empty, and only invariance of the orbital span under the common operator remains.

## Neither condition suffices alone

With C as in the opening example, G₁ with rows (1, 2), (2, 3), (0, 0) has a symmetric upper block and a zero last row, and is stationary. G₂ with rows (1, 2), (0, 3), (0, 0) lies in the span of the orbitals, but the opening formula gives the energy change 2θ. G₃ with rows (1, 2), (2, 3), (1, 0) has symmetric CᵀG₃, but the change is u. Lean replaces stationarity by the two matrix conditions and evaluates entries. The failures are read at entry (0, 1) of the symmetry equation for G₂, where 0 would have to equal 2, and at entry (2, 0) of G₃ = CCᵀG₃, where 1 would have to equal 0.

```lean
/-- Two orthonormal orbitals in three dimensions: `G₁` is stationary, `G₂ = C Cᵀ G₂` is not,
and `G₃` with symmetric `Cᵀ G₃` is not. -/
theorem stationary_witness (C G₁ G₂ G₃ : Matrix (Fin 3) (Fin 2) ℝ)
    (hC : C = !![1, 0; 0, 1; 0, 0]) (h₁ : G₁ = !![1, 2; 2, 3; 0, 0])
    (h₂ : G₂ = !![1, 2; 0, 3; 0, 0]) (h₃ : G₃ = !![1, 2; 2, 3; 1, 0]) :
    IsOrthonormalFrame C ∧ Stationary C G₁ ∧ (G₂ = C * Cᵀ * G₂ ∧ ¬ Stationary C G₂) ∧
      ((Cᵀ * G₃)ᵀ = Cᵀ * G₃ ∧ ¬ Stationary C G₃) := by
  have hO : IsOrthonormalFrame C := by
    subst hC
    unfold IsOrthonormalFrame
    ext i j
    fin_cases i <;> fin_cases j <;> simp [Matrix.mul_apply, Fin.sum_univ_succ]
  simp only [stationary_iff hO]
  subst hC h₁ h₂ h₃
  refine ⟨hO, ⟨?_, ?_⟩, ⟨?_, fun h => ?_⟩, ?_, fun h => ?_⟩
  · ext i j
    fin_cases i <;> fin_cases j <;>
      simp [Matrix.mul_apply, Matrix.vecMul, dotProduct, Fin.sum_univ_succ]
  · ext i j
    fin_cases i <;> fin_cases j <;> simp [Matrix.mul_apply, Fin.sum_univ_succ]
  · ext i j
    fin_cases i <;> fin_cases j <;>
      simp [Matrix.mul_apply, Matrix.vecMul, dotProduct, Fin.sum_univ_succ]
  · exact absurd (congrFun (congrFun h.2 0) 1)
      (by simp [Matrix.mul_apply, Fin.sum_univ_succ])
  · ext i j
    fin_cases i <;> fin_cases j <;> simp [Matrix.mul_apply, Fin.sum_univ_succ]
  · exact absurd (congrFun (congrFun h.1 2) 0)
      (by simp [Matrix.mul_apply, Matrix.vecMul, dotProduct, Fin.sum_univ_succ])

end

end StiefelGradient
```

```lean
#print axioms StiefelGradient.tangent_of_curve
#print axioms StiefelGradient.stationary_iff_lagrange
#print axioms StiefelGradient.rotation_stationary_iff
#print axioms StiefelGradient.pederson
```

```
'StiefelGradient.tangent_of_curve' depends on axioms: [propext, Classical.choice, Quot.sound]
'StiefelGradient.stationary_iff_lagrange' depends on axioms: [propext, Classical.choice, Quot.sound]
'StiefelGradient.rotation_stationary_iff' depends on axioms: [propext, Classical.choice, Quot.sound]
'StiefelGradient.pederson' depends on axioms: [propext, Classical.choice, Quot.sound]
```
